# A nonnegative eigenvector of a connected stoquastic matrix is strictly positive

The theorem `pos_of_nonneg` concerns a real matrix `H` on a finite set of basis states, with no symmetry assumed. Its off-diagonal elements are nonpositive (`Stoquastic`), and every nonempty proper subset of states has a nonzero element `H i j` from a row `i` inside it to a column `j` outside it (`Linked`). Let `u` be a nonzero vector, not necessarily normalised, with nonnegative entries and `H *ᵥ u = E • u` for some real `E`, which is not assumed to be the lowest eigenvalue. The claim is that every amplitude of `u` is strictly positive. The attempt assumes `u k` vanishes and applies `Linked` to the zero set of `u`, which is nonempty and, since `u ≠ 0`, proper, obtaining `i` and `j` with `u i = 0`, `u j ≠ 0` and `H i j ≠ 0`. Row `i` of the eigenvalue equation is then a vanishing sum of nonpositive terms, so `H i j * u j = 0`, a contradiction.

The failing Lean file:

```lean
import Mathlib

open Matrix

namespace ConnectedStoquastic

variable {n : Type*} [Fintype n] [DecidableEq n] {H : Matrix n n ℝ} {E : ℝ}

/-- All off-diagonal matrix elements are nonpositive. -/
def Stoquastic (H : Matrix n n ℝ) : Prop := ∀ i j, i ≠ j → H i j ≤ 0

/-- Every nonempty proper set of sites has a nonzero matrix element to its complement. -/
def Linked (H : Matrix n n ℝ) : Prop :=
  ∀ S : Finset n, S.Nonempty → S ≠ Finset.univ → ∃ i ∈ S, ∃ j ∉ S, H i j ≠ 0

/-- For stoquastic linked `H`, an eigenvector with nonnegative entries is strictly positive. -/
theorem pos_of_nonneg (hs : Stoquastic H) (hl : Linked H) {u : n → ℝ} (hu : ∀ i, 0 ≤ u i)
    (hne : u ≠ 0) (he : H *ᵥ u = E • u) (k : n) : 0 < u k := by
  refine lt_of_le_of_ne (hu k) fun hk => ?_
  -- a row linking the set of zeros of `u` to its complement
  obtain ⟨i, hi, j, hj, hij⟩ := hl (Finset.univ.filter fun i => u i = 0) ⟨k, by simp [← hk]⟩
    (fun h => hne (funext fun i => (Finset.mem_filter.1 (h.symm ▸ Finset.mem_univ i)).2))
  have hi0 : u i = 0 := by simpa using hi
  have hj0 : u j ≠ 0 := by simpa using hj
  have hrow : ∑ m, H i m * u m = 0 := by
    simpa [mulVec, dotProduct, hi0] using congrFun he i
  have hterm : ∀ m ∈ Finset.univ, H i m * u m ≤ 0 := fun m _ => by
    by_cases h : i = m
    · rw [← h, hi0, mul_zero]
    · nlinarith [hs i m h, hu m]
  exact mul_ne_zero hij hj0
    ((Finset.sum_eq_zero_iff_of_nonpos hterm).1 hrow j (Finset.mem_univ j))

end ConnectedStoquastic
```

Compiling this gives:

```
Main.lean:22:57: error: Type mismatch
  Eq.symm h ▸ Finset.mem_univ i
has type
  Membership.mem.{u_1, u_1} {i | u i = 0} i
but is expected to have type
  Membership.mem.{0, 0} (Finset.filter (Eq (u i)) (?m.64 h i)) (0 i)
Main.lean:17:0: warning: automatically included section variable(s) unused in theorem `ConnectedStoquastic.pos_of_nonneg`:
  [DecidableEq n]
consider restructuring your `variable` declarations so that the variables are not in scope or explicitly omit them:
  omit [DecidableEq n] in theorem ...

Note: This linter can be disabled with `set_option linter.unusedSectionVars false`
```

As a diff, the version that Lean accepts:

```diff
@@ -20,5 +20,9 @@
   -- a row linking the set of zeros of `u` to its complement
   obtain ⟨i, hi, j, hj, hij⟩ := hl (Finset.univ.filter fun i => u i = 0) ⟨k, by simp [← hk]⟩
-    (fun h => hne (funext fun i => (Finset.mem_filter.1 (h.symm ▸ Finset.mem_univ i)).2))
+    (fun h => hne (funext fun i => by
+      have hm : i ∈ Finset.univ.filter fun i => u i = 0 := by
+        rw [h]
+        exact Finset.mem_univ i
+      simpa using hm))
   have hi0 : u i = 0 := by simpa using hi
   have hj0 : u j ≠ 0 := by simpa using hj
```

The error lies in the proof that the zero set is proper. After `funext` the goal is `u i = 0 i`, where `0` is the zero function. The term `(Finset.mem_filter.1 _).2` has type `p a` with predicate and element still unknown. Matching `p a` against `Eq (u i) (0 i)` sets `p := Eq (u i)` and `a := 0 i`. The argument is therefore expected to show that the real number `0 i` lies in a filtered finset of reals (universe `0`, the underlying set still a metavariable). The term `h.symm ▸ Finset.mem_univ i` proves the intended `i ∈ {i | u i = 0}`, a membership over `n`, hence the type mismatch.

The repair states that membership explicitly as `hm`, so no predicate has to be inferred. `rw [h]` replaces the filtered set by `Finset.univ`, and `Finset.mem_univ i` closes the goal. `simpa using hm` then simplifies `hm` to `u i = 0` and evaluates `0 i` to `0` in the goal, so the two agree.

The warning says only that the section variable `[DecidableEq n]` is included but unused. It does not block compilation, and the diff does not address it.
